# Inside the Verlet stability window, an extended density stays within a bounded distance of a ground state with finite total curvature

In some molecular dynamics schemes an auxiliary electronic density follows the ground state from step to step. Here the ground state is modelled as an arbitrary sequence \(D(n)\) in a real inner product space. If its second differences are absolutely summable and the dimensionless coupling \(k\) lies strictly between 0 and 4, every Verlet-propagated density \(P(n)\) keeps \(\|P(n)-D(n)\|\) bounded, whatever its starting values.

```lean
import Mathlib

open Finset

namespace ExtendedLagrangianTracking

noncomputable section

variable {E : Type*} [NormedAddCommGroup E] [InnerProductSpace ℝ E]

/-- The Verlet recurrence of the extended density `P`, which a linear force of dimensionless
strength `k` couples to the ground state `D`; the force is attractive for `k > 0`. -/
def Follows (k : ℝ) (D P : ℕ → E) : Prop :=
  ∀ n, P (n + 2) - (2 : ℝ) • P (n + 1) + P n = k • (D (n + 1) - P (n + 1))

/-- The second difference of the ground state along the trajectory. -/
def curvature (D : ℕ → E) (n : ℕ) : E :=
  D (n + 2) - (2 : ℝ) • D (n + 1) + D n

/-- The discrete energy of two successive lags, `x` the later and `y` the earlier one. -/
def energy (k : ℝ) (x y : E) : ℝ :=
  ‖x‖ ^ 2 - (2 - k) * inner ℝ x y + ‖y‖ ^ 2

/-- The lag `P - D` obeys the Verlet recurrence of a free oscillator, driven by minus the
curvature of the ground state. -/
theorem lag_recurrence {k : ℝ} {D P : ℕ → E} (hP : Follows k D P) (n : ℕ) :
    P (n + 2) - D (n + 2) =
      (2 - k) • (P (n + 1) - D (n + 1)) - (P n - D n) - curvature D n := by
  have h := hP n
  unfold curvature
  linear_combination (norm := module) h

/-- Completing the square splits the discrete energy into a squared norm and
`k (4 - k) / 4` times the squared earlier lag. -/
theorem energy_eq (k : ℝ) (x y : E) :
    energy k x y = ‖x - ((2 - k) / 2) • y‖ ^ 2 + k * (4 - k) / 4 * ‖y‖ ^ 2 := by
  unfold energy
  rw [norm_sub_sq_real, real_inner_smul_right, norm_smul, mul_pow, Real.norm_eq_abs, sq_abs]
  ring

/-- A step of the undriven recurrence conserves the discrete energy. -/
theorem energy_conserved (k : ℝ) (x y : E) :
    energy k ((2 - k) • x - y) x = energy k x y := by
  have h1 : ‖(2 - k) • x - y‖ ^ 2 =
      (2 - k) ^ 2 * ‖x‖ ^ 2 - 2 * ((2 - k) * inner ℝ x y) + ‖y‖ ^ 2 := by
    rw [norm_sub_sq_real, real_inner_smul_left, norm_smul, mul_pow, Real.norm_eq_abs, sq_abs]
  have h2 : inner ℝ ((2 - k) • x - y) x = (2 - k) * ‖x‖ ^ 2 - inner ℝ x y := by
    rw [inner_sub_left, real_inner_smul_left, real_inner_self_eq_norm_sq, real_inner_comm x y]
  unfold energy
  rw [h1, h2]
  ring

/-- For `0 ≤ k ≤ 4`, a kick `s` to the later lag raises the square root of the discrete
energy by at most the size of the kick. -/
theorem sqrt_energy_kick {k : ℝ} (h0 : 0 ≤ k) (h4 : k ≤ 4) (u x s : E) :
    √(energy k (u - s) x) ≤ √(energy k u x) + ‖s‖ := by
  have hk : 0 ≤ k * (4 - k) / 4 * ‖x‖ ^ 2 := by
    have : 0 ≤ 4 - k := by linarith
    positivity
  have hE := energy_eq k u x
  have hpos : 0 ≤ energy k u x := by
    rw [hE]
    positivity
  have hw : ‖u - ((2 - k) / 2) • x‖ ≤ √(energy k u x) :=
    (le_abs_self _).trans (Real.abs_le_sqrt (by linarith))
  -- the kick enters linearly through one inner product, which Cauchy-Schwarz controls
  have hexp : energy k (u - s) x =
      energy k u x - 2 * inner ℝ (u - ((2 - k) / 2) • x) s + ‖s‖ ^ 2 := by
    unfold energy
    rw [norm_sub_sq_real, inner_sub_left, inner_sub_left, real_inner_smul_left,
      real_inner_comm x s]
    ring
  have hcs := (abs_le.mp (abs_real_inner_le_norm (u - ((2 - k) / 2) • x) s)).1
  have hmul := mul_le_mul_of_nonneg_right hw (norm_nonneg s)
  have hsq := Real.sq_sqrt hpos
  rw [Real.sqrt_le_iff]
  refine ⟨by positivity, ?_⟩
  rw [hexp]
  nlinarith

/-- For `0 ≤ k ≤ 4`, the square root of the discrete energy of the lag grows by no more than the sum
of the norms of the ground state's curvature over the steps taken. -/
theorem sqrt_energy_le {k : ℝ} (h0 : 0 ≤ k) (h4 : k ≤ 4) {D P : ℕ → E}
    (hP : Follows k D P) (n : ℕ) :
    √(energy k (P (n + 1) - D (n + 1)) (P n - D n)) ≤
      √(energy k (P 1 - D 1) (P 0 - D 0)) + ∑ i ∈ range n, ‖curvature D i‖ := by
  induction n with
  | zero => simp
  | succ n ih =>
    have step : √(energy k (P (n + 2) - D (n + 2)) (P (n + 1) - D (n + 1))) ≤
        √(energy k (P (n + 1) - D (n + 1)) (P n - D n)) + ‖curvature D n‖ := by
      rw [lag_recurrence hP n]
      have h := sqrt_energy_kick h0 h4 ((2 - k) • (P (n + 1) - D (n + 1)) - (P n - D n))
        (P (n + 1) - D (n + 1)) (curvature D n)
      rwa [energy_conserved] at h
    rw [sum_range_succ]
    exact step.trans (by linarith)

/-- For `0 < k < 4` and a ground state with absolutely summable second differences, the lag is at
every step at most `2 / √(k * (4 - k))` times the sum of the square root of the starting energy and
the total curvature (the sum of the norms of the second differences). -/
theorem lag_le {k : ℝ} (h0 : 0 < k) (h4 : k < 4) {D P : ℕ → E} (hP : Follows k D P)
    (hD : Summable fun n => ‖curvature D n‖) (n : ℕ) :
    ‖P n - D n‖ ≤ 2 / √(k * (4 - k)) *
      (√(energy k (P 1 - D 1) (P 0 - D 0)) + ∑' i, ‖curvature D i‖) := by
  have hk : 0 < k * (4 - k) := mul_pos h0 (by linarith)
  have hroot : 0 < √(k * (4 - k)) := Real.sqrt_pos.mpr hk
  -- inside the stability window the energy controls the lag
  have hlow : √(k * (4 - k)) / 2 * ‖P n - D n‖ ≤
      √(energy k (P (n + 1) - D (n + 1)) (P n - D n)) := by
    refine (le_abs_self _).trans (Real.abs_le_sqrt ?_)
    rw [energy_eq, mul_pow, div_pow, Real.sq_sqrt hk.le]
    have := sq_nonneg ‖P (n + 1) - D (n + 1) - ((2 - k) / 2) • (P n - D n)‖
    linarith
  have hup := sqrt_energy_le h0.le h4.le hP n
  have hsum := hD.sum_le_tsum (range n) (fun i _ => norm_nonneg (curvature D i))
  rw [div_mul_eq_mul_div, le_div_iff₀ hroot]
  linarith

/-- For `0 < k < 4` and a ground state with absolutely summable second differences, the
extended density stays within a bounded distance of the ground state, whatever the
starting values. -/
theorem lag_bounded {k : ℝ} (h0 : 0 < k) (h4 : k < 4) {D P : ℕ → E} (hP : Follows k D P)
    (hD : Summable fun n => ‖curvature D n‖) :
    ∃ C : ℝ, ∀ n, ‖P n - D n‖ ≤ C :=
  ⟨_, lag_le h0 h4 hP hD⟩

/-- For `0 < k < 4` and a ground state with absolutely summable second differences, an extended
density that starts on the ground state at the first two steps has a lag of at most
`2 / √(k * (4 - k))` times the sum of the norms of the second differences. -/
theorem lag_le_of_exact_start {k : ℝ} (h0 : 0 < k) (h4 : k < 4) {D P : ℕ → E}
    (hP : Follows k D P) (hD : Summable fun n => ‖curvature D n‖)
    (hP0 : P 0 = D 0) (hP1 : P 1 = D 1) (n : ℕ) :
    ‖P n - D n‖ ≤ 2 / √(k * (4 - k)) * ∑' i, ‖curvature D i‖ := by
  have h := lag_le h0 h4 hP hD n
  have hz : energy k (P 1 - D 1) (P 0 - D 0) = 0 := by
    simp [energy, hP0, hP1]
  rwa [hz, Real.sqrt_zero, zero_add] at h

/-- For `k ≤ 0` or `k ≥ 4` and a ground state without curvature, the lag is unbounded
whenever its norm grows over the first step. -/
theorem lag_unbounded_outside_window {k : ℝ} (hk : k ≤ 0 ∨ 4 ≤ k) {D P : ℕ → E}
    (hP : Follows k D P) (hD : ∀ n, curvature D n = 0)
    (hstart : ‖P 0 - D 0‖ < ‖P 1 - D 1‖) :
    ¬ ∃ C : ℝ, ∀ n, ‖P n - D n‖ ≤ C := by
  have ha : 2 ≤ |2 - k| := by
    rcases hk with h | h
    · exact le_abs.mpr (Or.inl (by linarith))
    · exact le_abs.mpr (Or.inr (by linarith))
  -- the growth per step never decreases
  have hinc : ∀ n, ‖P 1 - D 1‖ - ‖P 0 - D 0‖ ≤
      ‖P (n + 1) - D (n + 1)‖ - ‖P n - D n‖ := by
    intro n
    induction n with
    | zero => simp
    | succ n ih =>
      have h := norm_sub_norm_le ((2 - k) • (P (n + 1) - D (n + 1))) (P n - D n)
      have hrec := lag_recurrence hP n
      rw [hD n, sub_zero] at hrec
      rw [← hrec, norm_smul, Real.norm_eq_abs] at h
      have hm := mul_le_mul_of_nonneg_right ha (norm_nonneg (P (n + 1) - D (n + 1)))
      change _ ≤ ‖P (n + 2) - D (n + 2)‖ - ‖P (n + 1) - D (n + 1)‖
      linarith
  have hlin : ∀ n : ℕ, (n : ℝ) * (‖P 1 - D 1‖ - ‖P 0 - D 0‖) ≤ ‖P n - D n‖ := by
    intro n
    induction n with
    | zero => simp
    | succ n ih =>
      have h := hinc n
      push_cast
      linarith
  rintro ⟨C, hC⟩
  have hd : 0 < ‖P 1 - D 1‖ - ‖P 0 - D 0‖ := by linarith
  obtain ⟨n, hn⟩ := exists_nat_gt (C / (‖P 1 - D 1‖ - ‖P 0 - D 0‖))
  rw [div_lt_iff₀ hd] at hn
  linarith [hlin n, hC n]

end

end ExtendedLagrangianTracking
```

```lean
#print axioms ExtendedLagrangianTracking.lag_bounded
-- 'ExtendedLagrangianTracking.lag_bounded' depends on axioms: [propext, Classical.choice, Quot.sound]
#print axioms ExtendedLagrangianTracking.lag_le_of_exact_start
-- 'ExtendedLagrangianTracking.lag_le_of_exact_start' depends on axioms: [propext, Classical.choice, Quot.sound]
#print axioms ExtendedLagrangianTracking.lag_unbounded_outside_window
-- 'ExtendedLagrangianTracking.lag_unbounded_outside_window' depends on axioms: [propext, Classical.choice, Quot.sound]
```

## The recurrence and its physical content

In extended Lagrangian Born–Oppenheimer dynamics, the electronic density gets a dynamical partner \(P\), which a harmonic force of frequency \(\omega\) pulls towards the ground state \(D\). With time step \(\delta t\), the Verlet scheme reads

\[
P(n+2)-2P(n+1)+P(n)=k\,\bigl(D(n+1)-P(n+1)\bigr),\qquad k=\delta t^2\omega^2 .
\]

This is `Follows k D P`. The literature often writes \(\kappa\) for \(k\). The condition \(0<k<4\) is the usual Verlet stability limit \(0<\omega\,\delta t<2\).

The type `E` holds the densities. It can be the real numbers, a Euclidean space, or the Hermitian matrices with the Frobenius product; neither finite dimension nor completeness is assumed. The norm in every bound is the one that belongs to the inner product.

Two names need care. `curvature D n` is the plain second difference

\[
c_n=D(n+2)-2D(n+1)+D(n),
\]

which is centred at step \(n+1\) and not divided by \(\delta t^2\). For smooth motion it is approximately \(\delta t^2\ddot D\). `energy` is a quadratic form that the undriven recurrence of the lag \(P-D\) conserves, not the energy of the molecule.

The hypothesis `hD` says that the total curvature \(\sum_n\|c_n\|\) is finite. Physically, the rate at which the ground state changes is itself altered by only a finite total amount, as when the nuclei settle down sufficiently fast. A molecule that vibrates periodically for ever, with a sampled sequence \(D(n)\) that is not constant, does not satisfy it. The theorem then makes no statement, although the lag can still be bounded: the hypothesis is sufficient, not necessary.

Some such restriction is needed, because a ground state that merely stays bounded can drive the oscillator at resonance. Take real numbers, \(k=2\) and \(D(n)=\cos(\pi n/2)\). The difference \(e_n=P(n)-D(n)\) then obeys \(e_{n+2}+e_n=2D(n+1)\), so that \(e_{2m+1}=(-1)^m(e_1+2m)\), whose absolute value grows without limit. This is a toy sequence, not the density of a molecule, and the example is an addition to the Lean development.

Nothing in the hypotheses ties \(D\) to a Hamiltonian or to nuclear positions. The step from the model to a simulation is therefore the identification of \(D(n)\) with the true ground state. If \(D(n)\) is the output of an incompletely converged self-consistency cycle, the theorem bounds the distance to that output. The sequence may depend on \(P\), as it does when the cycle starts from \(P\), provided that the recurrence and the summability hold.

## From the lag to an invariant

Call \(e_n=P(n)-D(n)\) the lag. The right-hand side of the recurrence is \(-k\,e_{n+1}\). Subtracting \(c_n\) from both sides turns the left-hand side into the second difference of the lag:

\[
e_{n+2}-2e_{n+1}+e_n=-k\,e_{n+1}-c_n,
\]

and hence

\[
e_{n+2}=(2-k)\,e_{n+1}-e_n-c_n .
\]

The lag is a free Verlet oscillator that receives the kick \(-c_n\) at each step. This is `lag_recurrence`, where `linear_combination` with the `module` normaliser does the same vector algebra.

For a later lag \(x\) and an earlier lag \(y\), define

\[
\mathcal E(x,y)=\|x\|^2-(2-k)\langle x,y\rangle+\|y\|^2 .
\]

Completing the square in \(x\) leaves the coefficient \(1-(2-k)^2/4=k(4-k)/4\) in front of \(\|y\|^2\):

\[
\mathcal E(x,y)=\Bigl\|x-\tfrac{2-k}{2}\,y\Bigr\|^2+\frac{k(4-k)}{4}\,\|y\|^2 .
\]

This is `energy_eq`. For \(0<k<4\) the last coefficient is positive, so the invariant controls the earlier lag.

Without a kick, the pair \((x,y)\) becomes \(((2-k)x-y,\;x)\). Inserting this pair gives

\[
\begin{aligned}
\mathcal E((2-k)x-y,\,x)
&=(2-k)^2\|x\|^2-2(2-k)\langle x,y\rangle+\|y\|^2\\
&\quad-(2-k)\bigl((2-k)\|x\|^2-\langle x,y\rangle\bigr)+\|x\|^2\\
&=\mathcal E(x,y).
\end{aligned}
\]

In `energy_conserved`, `h1` expands the squared norm in the first line and `h2` the inner product in the second; `ring` then collects the terms.

## What one kick can add

Let \(u=(2-k)x-y\) be the undriven new lag and \(s\) the curvature at that step, so that the actual new lag is \(u-s\). Put \(w=u-\tfrac{2-k}{2}x\). The completed square gives

\[
\mathcal E(u-s,x)=\mathcal E(u,x)-2\langle w,s\rangle+\|s\|^2 .
\]

For \(0\le k\le4\), both terms of the completed square are non-negative, so \(\|w\|\le\sqrt{\mathcal E(u,x)}\). By the Cauchy–Schwarz inequality,

\[
\mathcal E(u-s,x)\le\mathcal E(u,x)+2\sqrt{\mathcal E(u,x)}\,\|s\|+\|s\|^2
=\Bigl(\sqrt{\mathcal E(u,x)}+\|s\|\Bigr)^2 .
\]

Taking roots shows that a kick raises \(\sqrt{\mathcal E}\) by at most \(\|s\|\). The lemma `sqrt_energy_kick` proves this for arbitrary \(u\), \(x\) and \(s\). There `hw` is the bound on \(\|w\|\), `hexp` the expansion, and `hcs` the Cauchy–Schwarz inequality; `nlinarith` combines them.

Now write \(\mathcal E_n=\mathcal E(e_{n+1},e_n)\). Conservation followed by one kick gives \(\sqrt{\mathcal E_{n+1}}\le\sqrt{\mathcal E_n}+\|c_n\|\), and by induction

\[
\sqrt{\mathcal E_n}\le\sqrt{\mathcal E_0}+\sum_{i=0}^{n-1}\|c_i\| .
\]

This is `sqrt_energy_le`. Its induction step rewrites the new lag with `lag_recurrence`, applies the kick lemma and removes the undriven step with `energy_conserved`. At \(n=0\) the sum is empty and both sides agree.

## The explicit bound

The completed square also gives \(\tfrac12\sqrt{k(4-k)}\,\|e_n\|\le\sqrt{\mathcal E_n}\) for \(0<k<4\). A partial sum of non-negative terms does not exceed the full sum, so for every \(n\)

\[
\|P(n)-D(n)\|\le\frac{2}{\sqrt{k(4-k)}}\left(\sqrt{\mathcal E_0}+\sum_{i=0}^{\infty}\|c_i\|\right).
\]

This is `lag_le`, with `hlow` for the lower estimate, `hup` for the accumulated kicks and `hsum` for the passage to the infinite sum. The right-hand side does not depend on \(n\), and `lag_bounded` uses it as the constant `C`. The starting values \(P(0)\) and \(P(1)\) are free and enter only through \(\mathcal E_0\).

The prefactor equals 1 at \(k=2\), its smallest value, and diverges at both ends of the window. If the run starts on the ground state at its first two steps, \(\mathcal E_0=0\) and only the total curvature remains; this is `lag_le_of_exact_start`. One exact starting value alone would not make \(\mathcal E_0\) vanish unless the other lag were zero too.

For electronic structure practice, the bound shows how the quality of the start and the motion of the ground state limit the lag in a scheme without dissipation, for ground states of finite total curvature. It gives no error estimate for the nuclear forces.

In the formal statement of `lag_le`, the hypothesis `hD` may look like a mere convenience, since the inequality would still typecheck without it. Mathlib, however, assigns the value 0 to the infinite sum `∑'` of a divergent series of norms. The inequality would then claim a fixed bound for the resonant example above, which is false.

## Growth outside the window

The theorem `lag_unbounded_outside_window` treats \(k\le0\) or \(k\ge4\) for a ground state without curvature, which is constant or drifts by the same amount at each step. There \(|2-k|\ge2\), and the reverse triangle inequality gives

\[
\|e_{n+2}\|\ge|2-k|\,\|e_{n+1}\|-\|e_n\|\ge2\|e_{n+1}\|-\|e_n\| ,
\]

or, rearranged,

\[
\|e_{n+2}\|-\|e_{n+1}\|\ge\|e_{n+1}\|-\|e_n\| .
\]

The growth per step never decreases. If the first growth \(d=\|e_1\|-\|e_0\|\) is positive, then \(\|e_n\|\ge nd\), and no constant can bound the lag. In Lean, `hinc` says that the growth at every step is at least \(d\), and `hlin` that \(\|e_n\|\ge nd\). Each is proved by induction, and `exists_nat_gt` supplies a step at which a proposed bound fails.

The condition `hstart` on the first step matters: a lag that starts at zero on both steps stays zero for every \(k\) when the curvature vanishes. In any nonzero space there are starts with \(\|e_0\|<\|e_1\|\), so boundedness for all starting values fails at both endpoints and beyond them.

## A bound for runs of finite length

The same argument gives a neighbouring estimate that needs no summability. Combining the lower estimate with `sqrt_energy_le` before passing to the infinite sum yields, for \(0<k<4\) and any sequence \(D\),

\[
\|P(n)-D(n)\|\le\frac{2}{\sqrt{k(4-k)}}\left(\sqrt{\mathcal E_0}+\sum_{i=0}^{n-1}\|c_i\|\right).
\]

If each \(\|c_i\|\) is at most some constant \(\gamma\), the sum is at most \(n\gamma\), so the lag grows no faster than linearly in the number of steps. The resonant example shows that linear growth can occur.
